# Electronic friction and noise of a Lorentzian level: D = 2γ/β and 0 < γ < β/(4G)

## A slow coordinate near a metal

When a molecule moves near a metal surface, one of its electronic levels can shift in energy while electrons hop between it and the metal. A slow nuclear coordinate then feels a drag γ and a random force of strength D. Do these two effects balance so that the coordinate thermalises at the metal's temperature, and how large can the drag be?

Take one non-interacting level for a single spin direction, at energy h with constant width G, coupled to a metal with inverse temperature β and chemical potential μ. Its spectral function and the metal's occupation are

A(e) = G/((e − h)² + G²/4)
f(e) = 1/(exp(β(e − μ)) + 1).

In units with ħ = 1, and with h changing at unit rate along the coordinate,

γ = −(1/(4π)) ∫ A² f′ de
D = (1/(2π)) ∫ A² f(1 − f) de.

Here D is the correlation function of the random force integrated over all time differences, from −∞ to ∞. Both formulas are taken as definitions, not derived from a Hamiltonian.

## What is claimed

For G, β > 0 and any real h and μ, both integrals converge, and

D = 2γ/β
0 < γ < β/(4G).

Moreover, γ/β → 1/(4G) as β → 0⁺, so the factor 1/4 in the upper bound cannot be lowered if the bound is to hold at all temperatures. At low temperature the bound is loose: since A ≤ 4/G and −f′ has integral 1, γ never exceeds 4/(πG²), however large β is (this remark is not part of the Lean file). In Langevin simulations based on this single-level, constant-width model, the first relation fixes the strength of the random force once the friction is known.

## Derivation

**Area of A².** Differentiation gives

d/du [(arctan u + u/(1 + u²))/2] = ½[1/(1 + u²) + (1 − u²)/(1 + u²)²] = 1/(1 + u²)².

The bracket tends to ±π/4 as u → ±∞, so the integral of 1/(1 + u²)² over the line is π/2. With u = 2(e − h)/G we have A² = (16/G²)/(1 + u²)² and de = (G/2) du, hence

∫ A² de = (16/G²)(G/2)(π/2) = 4π/G.

**Balance of friction and noise.** With X = exp(β(e − μ)),

f′ = −βX/(X + 1)² = −β f(1 − f).

Since 0 < f(1 − f) ≤ 1/4, the integral I = ∫ A² f(1 − f) de converges. Substituting f′ gives

γ = βI/(4π), D = I/(2π) = 2γ/β.

**Bounds.** The integrand of I is positive, so γ > 0. From 1/4 − f(1 − f) = (f − 1/2)²,

π/G − I = ∫ A² (f − 1/2)² de > 0,

because f < 1/2 above μ. Thus γ < (β/(4π))(π/G) = β/(4G).

**High temperature.** As β → 0⁺, f(e) → 1/2 at every fixed e. The integrand stays below A², so dominated convergence gives I → π/G and γ/β = I/(4π) → 1/(4G).

## The Lean file

```lean
import Mathlib

open MeasureTheory Filter Topology
open scoped Real

namespace ResonantLevelFriction

noncomputable section

/-- Lorentzian spectral function of a level at energy `h` with width `G`. -/
def spectral (G h e : ℝ) : ℝ := G / ((e - h) ^ 2 + G ^ 2 / 4)

/-- Fermi occupation at inverse temperature `β` and chemical potential `μ`. -/
def fermi (β μ e : ℝ) : ℝ := 1 / (Real.exp (β * (e - μ)) + 1)

/-- Electronic friction of the level, built from the energy derivative of the occupation. -/
def friction (G h β μ : ℝ) : ℝ :=
  -(1 / (4 * π)) * ∫ e, spectral G h e ^ 2 * deriv (fermi β μ) e

/-- Strength of the random force, built from the occupation fluctuations `f (1 - f)`. -/
def noise (G h β μ : ℝ) : ℝ :=
  1 / (2 * π) * ∫ e, spectral G h e ^ 2 * (fermi β μ e * (1 - fermi β μ e))

/-- The squared unit Lorentzian is integrable and has area `π / 2`. -/
theorem unit_lorentzian_sq :
    Integrable (fun u : ℝ => ((1 + u ^ 2) ^ 2)⁻¹) ∧
      ∫ u : ℝ, ((1 + u ^ 2) ^ 2)⁻¹ = π / 2 := by
  have hb : ∀ u : ℝ, ‖((1 + u ^ 2) ^ 2)⁻¹‖ ≤ (1 + u ^ 2)⁻¹ := by
    intro u
    rw [Real.norm_of_nonneg (by positivity)]
    exact inv_anti₀ (by positivity) (by nlinarith [sq_nonneg u, sq_nonneg (u ^ 2)])
  have hm : Measurable (fun u : ℝ => ((1 + u ^ 2) ^ 2)⁻¹) := by fun_prop
  have hi : Integrable (fun u : ℝ => ((1 + u ^ 2) ^ 2)⁻¹) :=
    integrable_inv_one_add_sq.mono' hm.aestronglyMeasurable (Eventually.of_forall hb)
  refine ⟨hi, ?_⟩
  -- an explicit antiderivative
  have hd : ∀ u : ℝ, HasDerivAt (fun x : ℝ => (Real.arctan x + x / (1 + x ^ 2)) / 2)
      (((1 + u ^ 2) ^ 2)⁻¹) u := by
    intro u
    have hne : 1 + u ^ 2 ≠ 0 := by positivity
    have h2 : HasDerivAt (fun x : ℝ => 1 + x ^ 2) (2 * u) u := by
      simpa using (hasDerivAt_pow 2 u).const_add 1
    have h3 := (hasDerivAt_id' u).fun_div h2 hne
    refine (((Real.hasDerivAt_arctan u).fun_add h3).div_const 2).congr_deriv ?_
    field_simp
    ring
  -- its rational part vanishes at both ends
  have hz : ∀ l : Filter ℝ, Tendsto (fun u : ℝ => u⁻¹) l (𝓝 0) →
      Tendsto (fun u : ℝ => u / (1 + u ^ 2)) l (𝓝 0) := by
    intro l hl
    refine squeeze_zero_norm (fun u => ?_) (tendsto_zero_iff_norm_tendsto_zero.1 hl)
    by_cases hu : u = 0
    · simp [hu]
    have hp : 0 < |u| := abs_pos.2 hu
    have hq : 0 < 1 + u ^ 2 := by positivity
    rw [Real.norm_eq_abs, Real.norm_eq_abs, abs_div, abs_inv, abs_of_pos hq,
      div_le_iff₀ hq, inv_mul_eq_div, le_div_iff₀ hp]
    nlinarith [sq_abs u]
  have ht := ((Real.tendsto_arctan_atTop.mono_right nhdsWithin_le_nhds).add
    (hz _ tendsto_inv_atTop_zero)).div_const 2
  have hbot := ((Real.tendsto_arctan_atBot.mono_right nhdsWithin_le_nhds).add
    (hz _ tendsto_inv_atBot_zero)).div_const 2
  rw [integral_of_hasDerivAt_of_tendsto hd hi hbot ht]
  ring

/-- The squared spectral function is integrable, with integral `4π / G`. -/
theorem spectral_sq_integral {G : ℝ} (hG : 0 < G) (h : ℝ) :
    Integrable (fun e => spectral G h e ^ 2) ∧ ∫ e, spectral G h e ^ 2 = 4 * π / G := by
  obtain ⟨hi, hI⟩ := unit_lorentzian_sq
  have hfun : (fun e => spectral G h e ^ 2) =
      fun e => 16 / G ^ 2 * ((1 + (2 / G * (e - h)) ^ 2) ^ 2)⁻¹ := by
    funext e
    have hQ : 0 < (e - h) ^ 2 + G ^ 2 / 4 := by positivity
    have h1 : 1 + (2 / G * (e - h)) ^ 2 = 4 / G ^ 2 * ((e - h) ^ 2 + G ^ 2 / 4) := by
      field_simp
      ring
    rw [h1, spectral]
    generalize (e - h) ^ 2 + G ^ 2 / 4 = Q at hQ ⊢
    field_simp
    ring
  have hne : 2 / G ≠ 0 := by positivity
  rw [hfun]
  refine ⟨((hi.comp_mul_left' hne).comp_sub_right h).const_mul _, ?_⟩
  -- shift to the level energy, then measure energy in units of the half width
  have h1 : ∫ e : ℝ, ((1 + (2 / G * (e - h)) ^ 2) ^ 2)⁻¹ =
      ∫ x : ℝ, ((1 + (2 / G * x) ^ 2) ^ 2)⁻¹ :=
    integral_sub_right_eq_self (fun x : ℝ => ((1 + (2 / G * x) ^ 2) ^ 2)⁻¹) h
  have h2 : ∫ x : ℝ, ((1 + (2 / G * x) ^ 2) ^ 2)⁻¹ =
      |(2 / G)⁻¹| • ∫ x : ℝ, ((1 + x ^ 2) ^ 2)⁻¹ :=
    Measure.integral_comp_mul_left (fun x : ℝ => ((1 + x ^ 2) ^ 2)⁻¹) (2 / G)
  have h3 : 0 < (2 / G)⁻¹ := by positivity
  rw [integral_const_mul, h1, h2, hI, abs_of_pos h3, smul_eq_mul]
  field_simp
  ring

/-- The energy derivative of the Fermi function is `-β f (1 - f)`. -/
theorem fermi_hasDerivAt (β μ e : ℝ) :
    HasDerivAt (fermi β μ) (-β * (fermi β μ e * (1 - fermi β μ e))) e := by
  have hne : Real.exp (β * (e - μ)) + 1 ≠ 0 := by positivity
  have h1 : HasDerivAt (fun x => Real.exp (β * (x - μ)) + 1)
      (Real.exp (β * (e - μ)) * (β * 1)) e :=
    ((((hasDerivAt_id' e).sub_const μ).const_mul β).exp).add_const 1
  have h2 := (hasDerivAt_const e (1 : ℝ)).fun_div h1 hne
  refine HasDerivAt.congr_deriv (f := fermi β μ) h2 ?_
  unfold fermi
  field_simp
  ring

/-- Occupation fluctuations are positive and at most `1/4`. -/
theorem fluctuation_bounds (β μ e : ℝ) :
    0 < fermi β μ e * (1 - fermi β μ e) ∧ fermi β μ e * (1 - fermi β μ e) ≤ 1 / 4 := by
  have hX := Real.exp_pos (β * (e - μ))
  have h0 : 0 < fermi β μ e := by unfold fermi; positivity
  have h1 : fermi β μ e < 1 := by
    unfold fermi
    rw [div_lt_one (by positivity)]
    linarith
  exact ⟨mul_pos h0 (by linarith), by nlinarith [sq_nonneg (fermi β μ e - 1 / 2)]⟩

/-- The noise integrand is dominated by the squared spectral function and is integrable. -/
theorem noise_integrable {G : ℝ} (hG : 0 < G) (h β μ : ℝ) :
    (∀ e, ‖spectral G h e ^ 2 * (fermi β μ e * (1 - fermi β μ e))‖ ≤ spectral G h e ^ 2) ∧
    Integrable (fun e => spectral G h e ^ 2 * (fermi β μ e * (1 - fermi β μ e))) := by
  have hb : ∀ e, ‖spectral G h e ^ 2 * (fermi β μ e * (1 - fermi β μ e))‖
      ≤ spectral G h e ^ 2 := by
    intro e
    obtain ⟨h0, h1⟩ := fluctuation_bounds β μ e
    rw [Real.norm_of_nonneg (mul_nonneg (sq_nonneg _) h0.le)]
    exact mul_le_of_le_one_right (sq_nonneg _) (by linarith)
  have hm : Measurable
      (fun e => spectral G h e ^ 2 * (fermi β μ e * (1 - fermi β μ e))) := by
    unfold spectral fermi
    fun_prop
  exact ⟨hb, (spectral_sq_integral hG h).1.mono' hm.aestronglyMeasurable
    (Eventually.of_forall hb)⟩

/-- Friction expressed through the occupation fluctuations. -/
theorem friction_eq (G h β μ : ℝ) : friction G h β μ =
    β / (4 * π) * ∫ e, spectral G h e ^ 2 * (fermi β μ e * (1 - fermi β μ e)) := by
  have hf : (fun e => spectral G h e ^ 2 * deriv (fermi β μ) e) =
      fun e => -β * (spectral G h e ^ 2 * (fermi β μ e * (1 - fermi β μ e))) := by
    funext e
    rw [(fermi_hasDerivAt β μ e).deriv]
    ring
  rw [friction, hf, integral_const_mul]
  ring

/-- A nonnegative integrable function that is positive above some energy has positive integral. -/
theorem integral_pos_of_tail {F : ℝ → ℝ} (μ : ℝ) (h0 : ∀ e, 0 ≤ F e) (hi : Integrable F)
    (hp : ∀ e, μ < e → 0 < F e) : 0 < ∫ e, F e := by
  refine (integral_pos_iff_support_of_nonneg h0 hi).2 ?_
  have hv : 0 < volume (Set.Ioi μ) := by simp
  exact lt_of_lt_of_le hv (measure_mono fun e he => (hp e he).ne')

/-- Friction and noise integrals converge, obey the fluctuation-dissipation relation
`D = 2γ/β`, and the friction lies strictly between `0` and `β/(4G)`. -/
theorem fluctuation_dissipation {G β : ℝ} (hG : 0 < G) (hβ : 0 < β) (h μ : ℝ) :
    Integrable (fun e => spectral G h e ^ 2 * deriv (fermi β μ) e) ∧
    Integrable (fun e => spectral G h e ^ 2 * (fermi β μ e * (1 - fermi β μ e))) ∧
    noise G h β μ = 2 * friction G h β μ / β ∧
    0 < friction G h β μ ∧ friction G h β μ < β / (4 * G) := by
  obtain ⟨hA, hAI⟩ := spectral_sq_integral hG h
  have hi := (noise_integrable hG h β μ).2
  have hs : ∀ e, 0 < spectral G h e ^ 2 := fun e => by unfold spectral; positivity
  have hpos := integral_pos_of_tail μ
    (fun e => (mul_pos (hs e) (fluctuation_bounds β μ e).1).le) hi
    (fun e _ => mul_pos (hs e) (fluctuation_bounds β μ e).1)
  -- `π/G` minus the integral of `A² f (1 - f)` is the integral of `A² (f - 1/2)²`
  have hsq : ∀ e, 1 / 4 * spectral G h e ^ 2 -
      spectral G h e ^ 2 * (fermi β μ e * (1 - fermi β μ e)) =
      spectral G h e ^ 2 * (fermi β μ e - 1 / 2) ^ 2 := fun e => by ring
  have hgap : 0 < ∫ e, (1 / 4 * spectral G h e ^ 2 -
      spectral G h e ^ 2 * (fermi β μ e * (1 - fermi β μ e))) := by
    refine integral_pos_of_tail μ (fun e => ?_) ((hA.const_mul (1 / 4)).sub hi)
      (fun e he => ?_)
    · rw [hsq]
      positivity
    · rw [hsq]
      have hx : 1 < Real.exp (β * (e - μ)) :=
        Real.one_lt_exp_iff.2 (mul_pos hβ (sub_pos.2 he))
      have hf : fermi β μ e < 1 / 2 :=
        one_div_lt_one_div_of_lt (by norm_num) (by linarith)
      exact mul_pos (hs e) (sq_pos_of_ne_zero (by linarith))
  rw [integral_sub (hA.const_mul (1 / 4)) hi, integral_const_mul, hAI] at hgap
  refine ⟨?_, hi, ?_, ?_, ?_⟩
  · refine (hi.const_mul (-β)).congr (Eventually.of_forall fun e => ?_)
    simp only [(fermi_hasDerivAt β μ e).deriv]
    ring
  · rw [friction_eq, noise]
    generalize (∫ e, spectral G h e ^ 2 * (fermi β μ e * (1 - fermi β μ e))) = I
    field_simp
    ring
  · rw [friction_eq]
    exact mul_pos (by positivity) hpos
  · rw [friction_eq]
    calc _ < β / (4 * π) * (1 / 4 * (4 * π / G)) :=
          mul_lt_mul_of_pos_left (by linarith) (by positivity)
      _ = β / (4 * G) := by field_simp

/-- In the high-temperature limit `β → 0⁺` the ratio `γ/β` tends to `1/(4G)`. -/
theorem friction_high_temperature {G : ℝ} (hG : 0 < G) (h μ : ℝ) :
    Tendsto (fun β => friction G h β μ / β) (𝓝[>] 0) (𝓝 (1 / (4 * G))) := by
  obtain ⟨hA, hAI⟩ := spectral_sq_integral hG h
  have hlim : Tendsto
      (fun β => ∫ e, spectral G h e ^ 2 * (fermi β μ e * (1 - fermi β μ e)))
      (𝓝[>] 0) (𝓝 (∫ e, spectral G h e ^ 2 * (1 / 4))) := by
    refine tendsto_integral_filter_of_dominated_convergence (fun e => spectral G h e ^ 2)
      (Eventually.of_forall fun β => (noise_integrable hG h β μ).2.aestronglyMeasurable)
      (Eventually.of_forall fun β => Eventually.of_forall (noise_integrable hG h β μ).1)
      hA (Eventually.of_forall fun e => ?_)
    -- every level becomes half filled
    have hc : Continuous (fun β => fermi β μ e) := by
      unfold fermi
      exact continuous_const.div (by fun_prop) (fun β => by positivity)
    have hv : fermi 0 μ e = 1 / 2 := by norm_num [fermi]
    have ht : Tendsto (fun β => fermi β μ e) (𝓝[>] 0) (𝓝 (1 / 2)) := by
      rw [← hv]
      exact (hc.tendsto 0).mono_left nhdsWithin_le_nhds
    have h4 : (1 / 4 : ℝ) = 1 / 2 * (1 - 1 / 2) := by norm_num
    rw [h4]
    exact (ht.mul (ht.const_sub 1)).const_mul _
  rw [integral_mul_const, hAI] at hlim
  have hval : 1 / (4 * G) = 1 / (4 * π) * (4 * π / G * (1 / 4)) := by
    linear_combination (-(1 / (4 * G))) * mul_inv_cancel₀ Real.pi_ne_zero
  rw [hval]
  refine (hlim.const_mul (1 / (4 * π))).congr' ?_
  filter_upwards [self_mem_nhdsWithin] with β hβ
  have hb : β ≠ 0 := ne_of_gt hβ
  rw [friction_eq]
  generalize (∫ e, spectral G h e ^ 2 * (fermi β μ e * (1 - fermi β μ e))) = I
  linear_combination (-(I / (4 * π))) * mul_inv_cancel₀ hb

end

end ResonantLevelFriction
```

```lean
#print axioms ResonantLevelFriction.friction_eq
-- 'ResonantLevelFriction.friction_eq' depends on axioms: [propext, Classical.choice, Quot.sound]
#print axioms ResonantLevelFriction.fluctuation_dissipation
-- 'ResonantLevelFriction.fluctuation_dissipation' depends on axioms: [propext, Classical.choice, Quot.sound]
#print axioms ResonantLevelFriction.friction_high_temperature
-- 'ResonantLevelFriction.friction_high_temperature' depends on axioms: [propext, Classical.choice, Quot.sound]
```

## Reading the theorems

`spectral`, `fermi`, `friction` and `noise` are A, f, γ and D, with integrals over all real energies. `friction` contains the actual derivative `deriv (fermi β μ) e`, so its link to f(1 − f) has to be proved.

In `fluctuation_dissipation`, the two `Integrable` statements express convergence; they matter because Lean assigns the value 0 to a non-integrable function's integral. The remaining parts are the relation and the two strict bounds. `friction_high_temperature` takes the limit through positive β, written `𝓝[>] 0`, with G, h and μ fixed.

The model leaves out electron–electron interaction, an energy-dependent width and a width that varies with the coordinate.

## How the proof runs

`unit_lorentzian_sq` gets integrability by comparison with 1/(1 + u²), then applies the fundamental theorem of calculus on the whole line to the antiderivative above. `spectral_sq_integral` performs the shift and the scaling as separate steps.

`fermi_hasDerivAt` proves the formula for f′, and `friction_eq` inserts it into γ. `fluctuation_bounds` gets the 1/4 from the square (f − 1/2)², and `noise_integrable` turns the bounds into domination by A².

Strict inequalities between integrals need positivity on a set of nonzero measure. `integral_pos_of_tail` supplies this from positivity on the half-line above μ. The main theorem uses it twice: for I itself, and in `hgap` for the integral of A²(f − 1/2)². The relation D = 2γ/β is then algebra, with the common integral replaced by a single symbol.

The last theorem applies dominated convergence with A² as the bound. The pointwise limit follows from continuity of f in β and its value 1/2 at β = 0; division by β is carried out only for β > 0.
